# The real adjacency matrix of a simple graph is Hermitian

The theorem `adjacency_isHermitian` states that the real adjacency matrix of a simple graph, with entry 1 where two vertices are adjacent and 0 elsewhere, equals its conjugate transpose. In physics this is the matrix of a one-particle hopping model with zero on-site energies and the same real amplitude, set to 1, on every edge. The vertex set may be finite or infinite, and the claim concerns only the matrix entries, not self-adjointness of an operator on a Hilbert space. The attempt reduces the claim to an equality of entries with `Matrix.IsHermitian.ext`, then asks `simp` to unfold them and swap the vertices by `G.adj_comm j i`.

The failing Lean file:

```lean
import Mathlib

open Matrix

namespace AdjacencyIsHermitian

noncomputable section

universe u

variable {V : Type u}

open scoped Classical in
/-- The real adjacency matrix of a graph. -/
def adjacency (G : SimpleGraph V) : Matrix V V ℝ := G.adjMatrix ℝ

/-- The adjacency matrix is Hermitian. -/
theorem adjacency_isHermitian (G : SimpleGraph V) : (adjacency G).IsHermitian :=
  Matrix.IsHermitian.ext fun i j => by
    simp [adjacency, SimpleGraph.adjMatrix_apply, G.adj_comm j i]

end

end AdjacencyIsHermitian
```

The compiler's answer:

```
Main.lean:19:36: error: unsolved goals
V : Type u
G : SimpleGraph V
i j : V
⊢ (if G.Adj j i then 1 else 0) = if G.Adj i j then 1 else 0
```

The repair, with which the file compiles:

```diff
@@ -18,5 +18,8 @@
 theorem adjacency_isHermitian (G : SimpleGraph V) : (adjacency G).IsHermitian :=
   Matrix.IsHermitian.ext fun i j => by
-    simp [adjacency, SimpleGraph.adjMatrix_apply, G.adj_comm j i]
+    by_cases h : G.Adj i j
+    · simp [adjacency, h, h.symm]
+    · have h' : ¬ G.Adj j i := fun k => h k.symm
+      simp [adjacency, h, h']
 
 end
```

Cause. The message shows the entries unfolded, but the condition `G.Adj j i` on the left not turned into `G.Adj i j`. The rule `G.adj_comm j i` is true and points the right way; the obstacle is the decidability instance that every `if` carries. To replace the condition by another proposition, `simp` must find an instance for the new one, `Decidable (G.Adj i j)`. The line `open scoped Classical in` covers only the definition of `adjacency`, so none is found in the theorem, and the `if` stays as it was.

The repair splits on whether `G.Adj i j` holds, which `by_cases` can do without that instance. In each case `h`, with `h.symm` or `h'` for the reversed pair, lets `simp` prove both conditions true or both false. It then replaces each whole `if` by the branch selected, a step that works with the instance already there and needs no new one. Both sides become 1 or both become 0. Dropping `SimpleGraph.adjMatrix_apply` is mere tidying, since `simp` already knows it.
